# Loops on a harmonic-oscillator torus have action \(2\pi\sum_j k_j I_j\)

An oscillator with action \(I\ge 0\) and angle \(\varphi\) has scaled position \(q=\sqrt{2I}\,\sin\varphi\) and scaled momentum \(p=\sqrt{2I}\,\cos\varphi\). A loop is parametrised by \(0\le t\le 2\pi\), and its action is the integral of \(\sum_j p_j\,dq_j\) along it, where \(j\) labels finitely many uncoupled oscillators. On a torus every action \(I_j\) is fixed and only the angles vary; the integer \(k_j\) counts the signed turns that the angle of oscillator \(j\) makes along the loop.

```lean
import Mathlib

open Real

namespace EBKOscillatorTorus

noncomputable section

variable {ι : Type*} [Fintype ι]

/-- Scaled position of an oscillator with action `I` at angle `φ`. -/
def position (I φ : ℝ) : ℝ := √(2 * I) * Real.sin φ

/-- Scaled momentum of an oscillator with action `I` at angle `φ`. -/
def momentum (I φ : ℝ) : ℝ := √(2 * I) * Real.cos φ

/-- The integral of `∑ p dq` along a phase-space curve with parameter from `0` to `2π`. -/
def loopAction (q p : ι → ℝ → ℝ) : ℝ :=
  ∫ t in (0 : ℝ)..(2 * π), ∑ j, p j t * deriv (q j) t

/-- The Maslov index of a loop on the oscillator torus: twice the sum of the signed winding numbers
`k j`. -/
def maslovIndex (k : ι → ℤ) : ℤ := 2 * ∑ j, k j

/-- The EBK condition on the torus with actions `I`: each uniformly traversed loop has action
`2πℏ (N + μ/4)`, with `N` an integer and `μ` the Maslov index of the loop. -/
def EBKQuantized (hbar : ℝ) (I : ι → ℝ) : Prop :=
  ∀ (k : ι → ℤ) (c : ι → ℝ), ∃ N : ℤ,
    loopAction (fun j t => position (I j) (k j * t + c j))
      (fun j t => momentum (I j) (k j * t + c j))
      = 2 * π * hbar * (N + (maslovIndex k : ℝ) / 4)

/-- The energy of uncoupled oscillators with frequencies `ω` in scaled coordinates. -/
def oscillatorEnergy (ω q p : ι → ℝ) : ℝ := ∑ j, ω j * ((p j) ^ 2 + (q j) ^ 2) / 2

/-- Along a curve of constant action, the velocity of the position is the momentum times
the angular velocity. -/
theorem hasDerivAt_position {θ : ℝ → ℝ} {v t : ℝ} (I : ℝ) (h : HasDerivAt θ v t) :
    HasDerivAt (fun s => position I (θ s)) (momentum I (θ t) * v) t := by
  unfold position momentum
  have h1 := h.sin.const_mul (√(2 * I))
  exact h1.congr_deriv (by ring)

/-- The function `I (θ + sin θ cos θ)` is a primitive of `p dq` along a curve of constant
action `I`. -/
theorem hasDerivAt_partialAction {θ : ℝ → ℝ} {I v t : ℝ} (hI : 0 ≤ I)
    (h : HasDerivAt θ v t) :
    HasDerivAt (fun s => I * (θ s + Real.sin (θ s) * Real.cos (θ s)))
      (momentum I (θ t) * (momentum I (θ t) * v)) t := by
  have h1 := (h.fun_add (h.sin.fun_mul h.cos)).const_mul I
  refine h1.congr_deriv ?_
  have hs : √(2 * I) * √(2 * I) = 2 * I := Real.mul_self_sqrt (by linarith)
  have hc := Real.sin_sq_add_cos_sq (θ t)
  unfold momentum
  linear_combination (-(Real.cos (θ t) ^ 2 * v)) * hs - I * v * hc

/-- Any continuously differentiable closed curve on the torus whose angles wind `k j` times
has loop action `2π ∑ k j * I j`. -/
theorem loopAction_torus {I : ι → ℝ} (hI : ∀ j, 0 ≤ I j) (k : ι → ℤ) (θ : ι → ℝ → ℝ)
    (hθ : ∀ j, Differentiable ℝ (θ j)) (hθ' : ∀ j, Continuous (deriv (θ j)))
    (hk : ∀ j, θ j (2 * π) = θ j 0 + k j * (2 * π)) :
    loopAction (fun j t => position (I j) (θ j t)) (fun j t => momentum (I j) (θ j t))
      = 2 * π * ∑ j, k j * I j := by
  have hq : ∀ j t, deriv (fun s => position (I j) (θ j s)) t
      = momentum (I j) (θ j t) * deriv (θ j) t :=
    fun j t => (hasDerivAt_position (I j) (hθ j t).hasDerivAt).deriv
  have hF : ∀ t ∈ Set.uIcc (0 : ℝ) (2 * π),
      HasDerivAt (fun s => ∑ j, I j * (θ j s + Real.sin (θ j s) * Real.cos (θ j s)))
        (∑ j, momentum (I j) (θ j t) * (momentum (I j) (θ j t) * deriv (θ j) t)) t :=
    fun t _ => HasDerivAt.fun_sum fun j _ =>
      hasDerivAt_partialAction (hI j) (hθ j t).hasDerivAt
  have hcont : Continuous (fun t =>
      ∑ j, momentum (I j) (θ j t) * (momentum (I j) (θ j t) * deriv (θ j) t)) := by
    refine continuous_finsetSum _ fun j _ => ?_
    have h1 : Continuous (fun t => momentum (I j) (θ j t)) := by
      unfold momentum
      exact continuous_const.mul (Real.continuous_cos.comp (hθ j).continuous)
    exact h1.mul (h1.mul (hθ' j))
  unfold loopAction
  simp only [hq]
  -- the fundamental theorem of calculus leaves only the end points
  rw [intervalIntegral.integral_eq_sub_of_hasDerivAt hF (hcont.intervalIntegrable _ _)]
  rw [← Finset.sum_sub_distrib, Finset.mul_sum]
  refine Finset.sum_congr rfl fun j _ => ?_
  -- the periodic part of the primitive cancels because the curve is closed
  have hs : Real.sin (θ j (2 * π)) = Real.sin (θ j 0) := by
    rw [hk j, Real.sin_add_int_mul_two_pi]
  have hc : Real.cos (θ j (2 * π)) = Real.cos (θ j 0) := by
    rw [hk j, Real.cos_add_int_mul_two_pi]
  rw [hs, hc, hk j]
  ring

/-- The uniformly traversed loop with angles `k j * t + c j` has loop action
`2π ∑ k j * I j`. -/
theorem loopAction_uniform {I : ι → ℝ} (hI : ∀ j, 0 ≤ I j) (k : ι → ℤ) (c : ι → ℝ) :
    loopAction (fun j t => position (I j) (k j * t + c j))
      (fun j t => momentum (I j) (k j * t + c j)) = 2 * π * ∑ j, k j * I j := by
  have hd : ∀ j t, HasDerivAt (fun s : ℝ => (k j : ℝ) * s + c j) (k j : ℝ) t :=
    fun j t => (((hasDerivAt_id' t).const_mul (k j : ℝ)).add_const (c j)).congr_deriv
      (mul_one _)
  refine loopAction_torus hI k (fun j t => (k j : ℝ) * t + c j)
    (fun j t => (hd j t).differentiableAt) (fun j => ?_) (fun j => ?_)
  · have h : deriv (fun s : ℝ => (k j : ℝ) * s + c j) = fun _ => (k j : ℝ) :=
      funext fun t => (hd j t).deriv
    exact h ▸ continuous_const
  · ring

/-- A torus satisfies the EBK condition exactly when each action is a half-odd multiple
`ℏ (n + 1/2)` with `n` a natural number. -/
theorem ebkQuantized_iff {hbar : ℝ} (hh : 0 < hbar) {I : ι → ℝ} (hI : ∀ j, 0 ≤ I j) :
    EBKQuantized hbar I ↔ ∃ n : ι → ℕ, ∀ j, I j = hbar * (n j + 1 / 2) := by
  classical
  constructor
  · intro h
    have key : ∀ j, ∃ n : ℕ, I j = hbar * (n + 1 / 2) := by
      intro j
      -- test the condition on the loop around oscillator j alone
      obtain ⟨N, hN⟩ := h (fun i => if i = j then 1 else 0) (fun _ => 0)
      rw [loopAction_uniform hI] at hN
      have h1 : ∑ i, ((if i = j then 1 else 0 : ℤ) : ℝ) * I i = I j := by simp
      have h2 : (maslovIndex (fun i => if i = j then 1 else 0) : ℝ) = 2 := by
        simp [maslovIndex]
      rw [h1, h2] at hN
      have h3 : I j = hbar * (N + 1 / 2) := by
        apply mul_left_cancel₀ Real.two_pi_pos.ne'
        linear_combination hN
      have h4 : 0 ≤ N := by
        by_contra hneg
        have h5 : (N : ℝ) ≤ -1 := by exact_mod_cast (by omega : N ≤ -1)
        nlinarith [hI j, mul_le_mul_of_nonneg_left h5 hh.le]
      obtain ⟨n, rfl⟩ := Int.eq_ofNat_of_zero_le h4
      exact ⟨n, by exact_mod_cast h3⟩
    choose n hn using key
    exact ⟨n, hn⟩
  · rintro ⟨n, hn⟩ k c
    refine ⟨∑ j, k j * (n j : ℤ), ?_⟩
    have h1 : ∑ j, (k j : ℝ) * I j
        = hbar * (∑ j, (k j : ℝ) * (n j : ℝ) + (∑ j, (k j : ℝ)) / 2) := by
      rw [Finset.sum_div, ← Finset.sum_add_distrib, Finset.mul_sum]
      exact Finset.sum_congr rfl fun j _ => by rw [hn j]; ring
    rw [loopAction_uniform hI, h1]
    simp only [maslovIndex]
    push_cast
    ring

/-- At every point of the torus the energy equals `∑ ω j * I j`. -/
theorem energy_torus (ω : ι → ℝ) {I : ι → ℝ} (hI : ∀ j, 0 ≤ I j) (φ : ι → ℝ) :
    oscillatorEnergy ω (fun j => position (I j) (φ j)) (fun j => momentum (I j) (φ j))
      = ∑ j, ω j * I j := by
  unfold oscillatorEnergy position momentum
  refine Finset.sum_congr rfl fun j _ => ?_
  have hs : √(2 * I j) * √(2 * I j) = 2 * I j :=
    Real.mul_self_sqrt (by linarith [hI j])
  have hc := Real.sin_sq_add_cos_sq (φ j)
  linear_combination
    (ω j / 2 * (Real.sin (φ j) ^ 2 + Real.cos (φ j) ^ 2)) * hs + ω j * I j * hc

/-- The energies of the tori that satisfy the EBK condition are exactly the sums
`∑ ℏ ω j (n j + 1/2)` with natural numbers `n j`. -/
theorem ebk_spectrum {hbar : ℝ} (hh : 0 < hbar) (ω : ι → ℝ) (E : ℝ) :
    (∃ I : ι → ℝ, (∀ j, 0 ≤ I j) ∧ EBKQuantized hbar I ∧
      ∀ φ : ι → ℝ, oscillatorEnergy ω (fun j => position (I j) (φ j))
        (fun j => momentum (I j) (φ j)) = E)
      ↔ ∃ n : ι → ℕ, E = ∑ j, hbar * ω j * (n j + 1 / 2) := by
  constructor
  · rintro ⟨I, hI, hQ, hE⟩
    obtain ⟨n, hn⟩ := (ebkQuantized_iff hh hI).1 hQ
    refine ⟨n, ?_⟩
    rw [← hE (fun _ => 0), energy_torus ω hI]
    exact Finset.sum_congr rfl fun j _ => by rw [hn j]; ring
  · rintro ⟨n, hn⟩
    have hI : ∀ j, 0 ≤ hbar * ((n j : ℝ) + 1 / 2) := fun j => by positivity
    refine ⟨fun j => hbar * ((n j : ℝ) + 1 / 2), hI,
      (ebkQuantized_iff hh hI).2 ⟨n, fun _ => rfl⟩, fun φ => ?_⟩
    rw [energy_torus ω hI, hn]
    exact Finset.sum_congr rfl fun j _ => by ring

end

end EBKOscillatorTorus
```

```lean
#print axioms EBKOscillatorTorus.loopAction_torus
#print axioms EBKOscillatorTorus.ebk_spectrum
```

```
'EBKOscillatorTorus.loopAction_torus' depends on axioms: [propext, Classical.choice, Quot.sound]
'EBKOscillatorTorus.ebk_spectrum' depends on axioms: [propext, Classical.choice, Quot.sound]
```

## Actions, windings and quantized energies

The functions `position` and `momentum` are the two formulas above, and `loopAction` is the integral of \(\sum_j p_j(t)\,\dot q_j(t)\) from \(0\) to \(2\pi\). The finite type `ι` labels the oscillators, `I j` is the action \(I_j\), and the integer `k j` is the winding number \(k_j\), which may be negative or zero.

The theorem `loopAction_torus` takes fixed actions \(I_j\ge 0\) and continuously differentiable angles \(\theta_j(t)\) with

\[
\theta_j(2\pi)=\theta_j(0)+2\pi k_j .
\]

It concludes that the loop action is \(2\pi\sum_j k_jI_j\). The speed along the loop may vary, and the velocities at its two ends need not agree. `loopAction_uniform` is the case \(\theta_j(t)=k_jt+c_j\) with real phases \(c_j\).

`EBKQuantized` requires that for every choice of windings and phases the uniform loop has action

\[
2\pi\hbar\left(N+\frac{\mu}{4}\right),\qquad \mu=2\sum_j k_j,
\]

for some integer \(N\), which may depend on the loop. For \(\hbar>0\) and \(I_j\ge0\), `ebkQuantized_iff` says that this holds exactly when \(I_j=\hbar(n_j+\tfrac12)\) with natural numbers \(n_j\), zero included. `ebk_spectrum` says that the energies of such tori are exactly the numbers \(\sum_j\hbar\omega_j(n_j+\tfrac12)\).

## The physics behind the scaled coordinates

For an oscillator with mass \(m\), frequency \(\omega>0\), displacement \(x\) and ordinary momentum \(p_x\), the scaled variables are \(q=\sqrt{m\omega}\,x\) and \(p=p_x/\sqrt{m\omega}\). This scaling leaves \(p\,dq=p_x\,dx\) unchanged and turns the energy into \(\omega(p^2+q^2)/2\), the summand of `oscillatorEnergy`. The parameter \(t\) labels points on a loop and is not physical time: a loop with arbitrary windings is generally not a trajectory.

The Maslov index \(\mu\) is put in by definition. It stands for the two turning points that an oscillator passes in each cycle, each of which costs the semiclassical wave a phase of \(\pi/2\); turns in the negative direction count negatively. The file does not derive this index from a wave function, and it treats only harmonic tori, whereas Einstein–Brillouin–Keller quantization applies to integrable systems more generally. If some \(I_j=0\), that oscillator's circle shrinks to a point, but the action formula still holds for the assigned angles.

For uncoupled harmonic oscillators, such as the vibrational normal modes of a molecule about a minimum of its potential energy in the harmonic approximation, these semiclassical energies coincide with the exact quantum levels. That comparison is textbook quantum mechanics; no Schrödinger equation enters the theorems.

## Integrating around the loop

With \(I_j\) constant, the chain rule gives

\[
\dot q_j=\sqrt{2I_j}\,\cos\theta_j\,\dot\theta_j=p_j\dot\theta_j,
\qquad
p_j\dot q_j=2I_j\cos^2\theta_j\,\dot\theta_j .
\]

The right-hand side has an explicit primitive, because

\[
\frac{d}{dt}\,I_j(\theta_j+\sin\theta_j\cos\theta_j)
=I_j(1+\cos^2\theta_j-\sin^2\theta_j)\dot\theta_j
=2I_j\cos^2\theta_j\,\dot\theta_j .
\]

Between \(t=0\) and \(t=2\pi\) the angle grows by \(2\pi k_j\), while \(\sin\theta_j\cos\theta_j\) returns to its initial value. Each oscillator therefore contributes \(2\pi k_jI_j\), and summing over \(j\) gives the result.

For the quantization condition, take a loop that turns once around oscillator \(j\) and leaves the other angles fixed. Its Maslov index is \(2\), so

\[
2\pi I_j=2\pi\hbar\left(N+\tfrac12\right),
\qquad I_j=\hbar\left(N+\tfrac12\right).
\]

If \(N\le-1\), then \(I_j\le-\hbar/2<0\), which is excluded. Hence \(N\) is a natural number \(n_j\). Conversely, if every action has this form, an arbitrary loop satisfies

\[
2\pi\sum_j k_jI_j
=2\pi\hbar\left(\sum_j k_jn_j+\frac{2\sum_j k_j}{4}\right),
\]

so the integer \(N=\sum_j k_jn_j\) meets the condition.

The energy is constant on the torus, since

\[
\sum_j\frac{\omega_j}{2}(p_j^2+q_j^2)
=\sum_j\omega_jI_j(\cos^2\varphi_j+\sin^2\varphi_j)
=\sum_j\omega_jI_j .
\]

Inserting the quantized actions gives the stated energies.

## Two oscillators in numbers

Take \(\hbar=1\), \(I=(\tfrac12,\tfrac32)\) and windings \(k=(2,-1)\). The loop action is \(2\pi(1-\tfrac32)=-\pi\). The Maslov index is \(2(2-1)=2\), so the condition reads \(-\pi=2\pi(N+\tfrac12)\) and gives \(N=-1\). This agrees with \(\sum_jk_jn_j=2\cdot0-1\cdot1\) for \(n=(0,1)\). With \(\omega=(1,2)\) the energy is \(\tfrac12+3=\tfrac72\).

## How the Lean proof follows the calculation

`hasDerivAt_position` is the chain rule \(\dot q=p\dot\theta\), and `hasDerivAt_partialAction` checks the primitive. In the latter, `linear_combination` combines \(\sqrt{2I}\,\sqrt{2I}=2I\), which needs \(I\ge0\), with \(\sin^2\theta+\cos^2\theta=1\).

In `loopAction_torus`, `hF` sums these derivatives over the oscillators and `hcont` shows that the integrand is continuous. The fundamental theorem of calculus, `intervalIntegral.integral_eq_sub_of_hasDerivAt`, then leaves the endpoint difference. The periodicity of sine and cosine removes the oscillating part, and `ring` finishes the algebra. `loopAction_uniform` supplies the derivative \(k_j\) and the endpoint condition for linear angles.

The forward half of `ebkQuantized_iff` tests the loop with winding one at `j` and zero elsewhere; `h4` excludes negative \(N\), and `choose` collects the resulting \(n_j\) into one function. The reverse half supplies \(\sum_jk_jn_j\) as the required integer.

`energy_torus` uses the same square-root and trigonometric identities. `ebk_spectrum` combines it with the quantization theorem: one direction reads the energy off at \(\varphi=0\), and the other constructs the torus with \(I_j=\hbar(n_j+\tfrac12)\).
